# Independent-particle absorption with a positive definite overlap matrix is a nonnegative sum of Lorentzians above the real axis

A: Here are the conventions. $H$ and $S$ are complex square matrices, the Hamiltonian and the ultrasoft overlap, in a finite basis indexed by `n`. The states $\psi_k$ are the columns of a square matrix $C$, with real energies $e_k$, and $E=\mathrm{diag}(e_k)$. A dagger (`ᴴ` in Lean) is the conjugate transpose, and $\langle\phi,\chi\rangle=\phi^\dagger\chi$ contains no $S$.

```lean
import Mathlib

open Matrix
open scoped ComplexOrder

namespace UltrasoftAbsorption

noncomputable section

variable {n : Type*} [Fintype n] [DecidableEq n]
```

Orthonormality and the eigenvalue equation read $C^\dagger SC=1$ and $HC=SCE$.

```lean
/-- The columns of the square matrix `C` are S-orthonormal and solve the generalized
eigenvalue problem `H ψₖ = eₖ S ψₖ` with real energies `eₖ`. -/
structure IsEigenbasis (H S C : Matrix n n ℂ) (e : n → ℝ) : Prop where
  orthonormal : Cᴴ * S * C = 1
  eigen : H * C = S * C * diagonal (fun k => (e k : ℂ))
```

Q: And the spectrum?

A: It comes from the response $R(z)=\langle\phi,(z-S^{-1}H)^{-1}S^{-1}\phi\rangle$. For absorption, the components of $\phi$ are the dipole matrix elements, augmentation terms included, between the basis functions and an initial state, $\mathrm{Re}\,z$ is the initial energy plus the photon energy, and $\eta=\mathrm{Im}\,z>0$ is the broadening.

```lean
/-- The operator `z - S⁻¹ H`, for invertible overlap `S`. -/
def shifted (H S : Matrix n n ℂ) (z : ℂ) : Matrix n n ℂ := z • 1 - S⁻¹ * H

/-- The response function `⟨φ, (z - S⁻¹ H)⁻¹ S⁻¹ φ⟩`, for invertible `S` and `z - S⁻¹ H`. -/
def response (H S : Matrix n n ℂ) (φ : n → ℂ) (z : ℂ) : ℂ :=
  star φ ⬝ᵥ ((shifted H S z)⁻¹ * S⁻¹) *ᵥ φ
```

The amplitudes are $a_k=\langle\psi_k,\phi\rangle$.

```lean
/-- The amplitude `⟨ψₖ, φ⟩`, where `ψₖ` is the `k`-th column of `C`. -/
def amplitude (C : Matrix n n ℂ) (φ : n → ℂ) (k : n) : ℂ := (Cᴴ *ᵥ φ) k
```

The Lorentzian is $L_\eta(x)=\eta/(x^2+\eta^2)$, with area $\pi$ rather than 1. The absorption is $-\mathrm{Im}\,R(z)$, with optical prefactors left out.

```lean
/-- The Lorentzian `η / (x² + η²)` of half-width `η > 0` at detuning `x`. -/
def lorentzian (η x : ℝ) : ℝ := η / (x ^ 2 + η ^ 2)
```

Q: Where is completeness? I see only orthonormality.

A: It lies in $C$ being square. A one-sided inverse of a square matrix is two-sided, so $(C^\dagger S)C=1$ gives $C(C^\dagger S)=1$, which is the closure relation. In Lean this is `mul_eq_one_comm`.

```lean
/-- Closure relation: a complete S-orthonormal set satisfies `∑ₖ |ψₖ⟩⟨ψₖ| S = 1`. -/
theorem closure {S C : Matrix n n ℂ} (h : Cᴴ * S * C = 1) : C * Cᴴ * S = 1 := by
  rw [Matrix.mul_assoc]
  exact mul_eq_one_comm.mp h
```

Q: You never assumed that $H$ is Hermitian or $S$ positive definite. Is this still my problem?

A: Yes, because those two properties hold exactly when such a basis exists. The proof needs the usual unitary diagonalisation of a Hermitian matrix, put in matrix form here.

```lean
/-- A Hermitian matrix is brought to the diagonal form of its eigenvalues by a unitary. -/
theorem exists_unitary_diagonal {A : Matrix n n ℂ} (hA : A.IsHermitian) :
    ∃ U : Matrix n n ℂ, Uᴴ * U = 1 ∧
      Uᴴ * A * U = diagonal (fun k => (hA.eigenvalues k : ℂ)) := by
  have hU : (hA.eigenvectorUnitary : Matrix n n ℂ)ᴴ * hA.eigenvectorUnitary = 1 :=
    Matrix.mem_unitaryGroup_iff'.mp hA.eigenvectorUnitary.2
  have hAU : A * (hA.eigenvectorUnitary : Matrix n n ℂ) =
      hA.eigenvectorUnitary * diagonal (fun k => (hA.eigenvalues k : ℂ)) := by
    ext i j
    have := congrFun (hA.mulVec_eigenvectorBasis j) i
    rw [Matrix.mul_diagonal]
    simpa [Matrix.mul_apply, Matrix.mulVec, dotProduct, mul_comm] using this
  refine ⟨hA.eigenvectorUnitary, hU, ?_⟩
  rw [Matrix.mul_assoc, hAU, ← Matrix.mul_assoc, hU, Matrix.one_mul]
```

Suppose first that the basis exists, and set $B=C^\dagger S$. Closure gives $CB=1$, hence $B^\dagger C^\dagger=1$. Then
$$S=B^\dagger C^\dagger S=B^\dagger B,\qquad SC=B^\dagger BC=B^\dagger,\qquad H=HCB=SCEB=B^\dagger EB.$$
So $H$ is Hermitian because $E$ is real, and $x^\dagger Sx=\|Bx\|^2>0$ for $x\neq0$ because $B$ is invertible.

Conversely, diagonalise $U^\dagger SU=\mathrm{diag}(s_k)$ with $s_k>0$, and rescale to $W=U\,\mathrm{diag}(s_k^{-1/2})$, so that $W^\dagger SW=1$. The matrix $W^\dagger HW$ is Hermitian, so a unitary $V$ brings it to a real diagonal $E$. With $C=WV$ we have $C^\dagger SC=V^\dagger V=1$ and $C^\dagger HC=E$. Since $SCC^\dagger=1$, it follows that $HC=SCC^\dagger HC=SCE$.

The two halves of the Lean proof follow these two paragraphs.

```lean
/-- A complete S-orthonormal eigenbasis with real energies exists exactly when `H` is
Hermitian and `S` is positive definite. -/
theorem exists_eigenbasis_iff (H S : Matrix n n ℂ) :
    (∃ C e, IsEigenbasis H S C e) ↔ H.IsHermitian ∧ S.PosDef := by
  have hdiag (r : n → ℝ) : (diagonal (fun k => (r k : ℂ)))ᴴ = diagonal (fun k => (r k : ℂ)) := by
    rw [Matrix.diagonal_conjTranspose]
    congr 1
    funext k
    exact Complex.conj_ofReal (r k)
  constructor
  · rintro ⟨C, e, h⟩
    -- with B the inverse of C, S = Bᴴ B and H = Bᴴ diag(e) B
    obtain ⟨B, hB⟩ : ∃ B, B = Cᴴ * S := ⟨_, rfl⟩
    have hCB : C * B = 1 := by rw [hB, ← Matrix.mul_assoc, closure h.orthonormal]
    have hBC : Bᴴ * Cᴴ = 1 := by rw [← conjTranspose_mul, hCB, conjTranspose_one]
    have hS : S = Bᴴ * B := by
      calc S = Bᴴ * Cᴴ * S := by rw [hBC, Matrix.one_mul]
        _ = Bᴴ * B := by rw [Matrix.mul_assoc, ← hB]
    have hSC : S * C = Bᴴ := by
      rw [hS, Matrix.mul_assoc, mul_eq_one_comm.mp hCB, Matrix.mul_one]
    have hH : H = Bᴴ * diagonal (fun k => (e k : ℂ)) * B := by
      calc H = H * C * B := by rw [Matrix.mul_assoc, hCB, Matrix.mul_one]
        _ = _ := by rw [h.eigen, hSC]
    constructor
    · rw [hH]
      exact isHermitian_conjTranspose_mul_mul B (hdiag e)
    · rw [hS]
      refine Matrix.PosDef.conjTranspose_mul_self B ?_
      intro x y hxy
      have := congrArg (fun v => C *ᵥ v) hxy
      simpa [Matrix.mulVec_mulVec, hCB] using this
  · rintro ⟨hH, hS⟩
    -- rescaled eigenvectors of S are S-orthonormal
    obtain ⟨W, hW⟩ : ∃ W : Matrix n n ℂ, Wᴴ * S * W = 1 := by
      obtain ⟨U, -, hU⟩ := exists_unitary_diagonal hS.isHermitian
      let r : n → ℝ := fun k => (√(hS.isHermitian.eigenvalues k))⁻¹
      refine ⟨U * diagonal (fun k => (r k : ℂ)), ?_⟩
      calc _ = diagonal (fun k => (r k : ℂ)) * (Uᴴ * S * U) * diagonal (fun k => (r k : ℂ)) := by
            rw [conjTranspose_mul, hdiag]
            simp only [Matrix.mul_assoc]
        _ = 1 := by
            rw [hU, diagonal_mul_diagonal, diagonal_mul_diagonal, ← diagonal_one]
            congr 1
            funext k
            have hp : 0 < hS.isHermitian.eigenvalues k := hS.eigenvalues_pos k
            have hs := Real.mul_self_sqrt hp.le
            have hne := (Real.sqrt_pos.mpr hp).ne'
            have hr : r k * hS.isHermitian.eigenvalues k * r k = 1 := by
              calc _ = r k * (√(hS.isHermitian.eigenvalues k) *
                    √(hS.isHermitian.eigenvalues k)) * r k := by rw [hs]
                _ = 1 := by simp only [r]; field_simp
            exact_mod_cast hr
    -- diagonalise H in that basis
    obtain ⟨V, hV, hVH⟩ := exists_unitary_diagonal (isHermitian_conjTranspose_mul_mul W hH)
    have ho : (W * V)ᴴ * S * (W * V) = 1 := by
      calc _ = Vᴴ * (Wᴴ * S * W) * V := by simp only [conjTranspose_mul, Matrix.mul_assoc]
        _ = 1 := by rw [hW, Matrix.mul_one, hV]
    refine ⟨W * V, (isHermitian_conjTranspose_mul_mul W hH).eigenvalues, ho, ?_⟩
    rw [← hVH]
    calc H * (W * V) = S * (W * V * (W * V)ᴴ) * (H * (W * V)) := by
          rw [mul_eq_one_comm.mp (closure ho), Matrix.one_mul]
      _ = _ := by simp only [conjTranspose_mul, Matrix.mul_assoc]
```

Positive definiteness is a condition on the basis and the pseudopotential: the basis functions must be linearly independent, and every nonzero pseudo-wavefunction in their span must carry positive norm once the augmentation charge is included. It is assumed here, not derived from the projectors.

Q: $S^{-1}H$ is generally not Hermitian. Why may I invert $z-S^{-1}H$?

A: Because $C$ diagonalises it. Closure gives $S^{-1}=CC^\dagger$, and the eigenvalue equation gives $S^{-1}HC=CE$. Therefore
$$(z-S^{-1}H)\,C=C\,(z-E).$$
If $z$ equals no $e_k$, multiply on the right by $(z-E)^{-1}C^\dagger S$. The right-hand side becomes $CC^\dagger S=1$, so the inverse is $C(z-E)^{-1}C^\dagger S$, and
$$(z-S^{-1}H)^{-1}S^{-1}=C(z-E)^{-1}C^\dagger=\sum_k\frac{\psi_k\psi_k^\dagger}{z-e_k}.$$
In the proof, `h3` is the first display and `hR` is the product equal to 1. `IsUnit` states the invertibility.

```lean
/-- Away from the energies, `z - S⁻¹ H` is invertible and
`(z - S⁻¹ H)⁻¹ S⁻¹ = ∑ₖ |ψₖ⟩⟨ψₖ| / (z - eₖ)`. -/
theorem resolvent_spectral {H S C : Matrix n n ℂ} {e : n → ℝ} (h : IsEigenbasis H S C e)
    {z : ℂ} (hz : ∀ k, z ≠ e k) :
    IsUnit (shifted H S z) ∧
      (shifted H S z)⁻¹ * S⁻¹ = C * diagonal (fun k => (z - e k)⁻¹) * Cᴴ := by
  have hc := closure h.orthonormal
  have hinv : S⁻¹ = C * Cᴴ := Matrix.inv_eq_left_inv hc
  have hSS : S * S⁻¹ = 1 := by rw [hinv]; exact mul_eq_one_comm.mp hc
  have h1 : S⁻¹ * H * C = C * diagonal (fun k => (e k : ℂ)) := by
    rw [Matrix.mul_assoc, h.eigen, ← Matrix.mul_assoc, ← Matrix.mul_assoc,
      mul_eq_one_comm.mp hSS, Matrix.one_mul]
  have h2 : diagonal (fun k => z - (e k : ℂ)) = z • 1 - diagonal (fun k => (e k : ℂ)) := by
    ext i j
    rcases eq_or_ne i j with rfl | hij
    · simp
    · simp [hij]
  -- the eigenbasis diagonalises z - S⁻¹ H
  have h3 : shifted H S z * C = C * diagonal (fun k => z - (e k : ℂ)) := by
    rw [shifted, h2, Matrix.sub_mul, h1, Matrix.mul_sub, Matrix.smul_mul, Matrix.one_mul,
      Matrix.mul_smul, Matrix.mul_one]
  have hD : diagonal (fun k => z - (e k : ℂ)) * diagonal (fun k => (z - e k)⁻¹) = 1 := by
    rw [diagonal_mul_diagonal, ← diagonal_one]
    congr 1
    funext k
    exact mul_inv_cancel₀ (sub_ne_zero.mpr (hz k))
  have hR : shifted H S z * (C * diagonal (fun k => (z - e k)⁻¹) * Cᴴ * S) = 1 := by
    simp only [← Matrix.mul_assoc]
    rw [h3, Matrix.mul_assoc C, hD, Matrix.mul_one, hc]
  refine ⟨⟨⟨_, _, hR, mul_eq_one_comm.mp hR⟩, rfl⟩, ?_⟩
  rw [Matrix.inv_eq_right_inv hR, Matrix.mul_assoc, hSS, Matrix.mul_one]
```

Q: Then you sandwich it between $\phi$'s?

A: Yes. For any diagonal entries $d_k$,
$$\phi^\dagger C\,\mathrm{diag}(d_k)\,C^\dagger\phi=\sum_k \overline{a_k}\,d_k\,a_k=\sum_k d_k|a_k|^2.$$

```lean
/-- For any vector `φ`, `⟨φ, (∑ₖ dₖ |ψₖ⟩⟨ψₖ|) φ⟩ = ∑ₖ dₖ |⟨ψₖ, φ⟩|²`, where `ψₖ` is the `k`-th
column of `C`. -/
theorem expectation_spectral (C : Matrix n n ℂ) (d φ : n → ℂ) :
    star φ ⬝ᵥ (C * diagonal d * Cᴴ) *ᵥ φ =
      ∑ k, d k * ((‖amplitude C φ k‖ ^ 2 : ℝ) : ℂ) := by
  have hs : star (Cᴴ *ᵥ φ) = star φ ᵥ* C := by
    rw [Matrix.star_mulVec, conjTranspose_conjTranspose]
  rw [← Matrix.mulVec_mulVec, ← Matrix.mulVec_mulVec, Matrix.dotProduct_mulVec, ← hs]
  simp only [dotProduct, Matrix.mulVec_diagonal, Pi.star_apply]
  refine Finset.sum_congr rfl fun k _ => ?_
  have ha : star ((Cᴴ *ᵥ φ) k) * (Cᴴ *ᵥ φ) k = ((‖amplitude C φ k‖ ^ 2 : ℝ) : ℂ) := by
    push_cast
    exact Complex.conj_mul' _
  linear_combination d k * ha
```

Setting $d_k=1/(z-e_k)$ gives the pole sum. With $x_k=\mathrm{Re}\,z-e_k$,
$$\frac1{x_k+i\eta}=\frac{x_k-i\eta}{x_k^2+\eta^2},\qquad\text{so}\qquad -\mathrm{Im}\,R(z)=\sum_k|a_k|^2L_\eta(x_k)\ge0.$$

The main theorem takes an eigenbasis, any `φ` and `0 < z.im`. It returns four statements: invertibility, the pole sum, the Lorentzian sum and nonnegativity. In its proof, `hne` notes that a real energy cannot equal a $z$ above the axis, `hp` is the pole sum, and `hl` takes the imaginary part term by term.

```lean
/-- In the upper half plane `z - S⁻¹ H` is invertible, the response is a sum of poles at the
energies, and minus its imaginary part is a nonnegative sum of Lorentzians. -/
theorem absorption_spectrum {H S C : Matrix n n ℂ} {e : n → ℝ} (h : IsEigenbasis H S C e)
    (φ : n → ℂ) {z : ℂ} (hz : 0 < z.im) :
    IsUnit (shifted H S z) ∧
    response H S φ z = ∑ k, ((‖amplitude C φ k‖ ^ 2 : ℝ) : ℂ) / (z - e k) ∧
    -(response H S φ z).im =
      ∑ k, ‖amplitude C φ k‖ ^ 2 * lorentzian z.im (z.re - e k) ∧
    0 ≤ -(response H S φ z).im := by
  have hne : ∀ k, z ≠ e k := by
    intro k hk
    rw [hk] at hz
    simp at hz
  obtain ⟨hu, hr⟩ := resolvent_spectral h hne
  have hp : response H S φ z = ∑ k, ((‖amplitude C φ k‖ ^ 2 : ℝ) : ℂ) / (z - e k) := by
    rw [response, hr, expectation_spectral]
    exact Finset.sum_congr rfl fun k _ => by rw [div_eq_mul_inv, mul_comm]
  -- each pole contributes one Lorentzian
  have hl : -(response H S φ z).im =
      ∑ k, ‖amplitude C φ k‖ ^ 2 * lorentzian z.im (z.re - e k) := by
    rw [hp, Complex.im_sum, ← Finset.sum_neg_distrib]
    refine Finset.sum_congr rfl fun k _ => ?_
    rw [Complex.div_im, lorentzian]
    simp only [Complex.ofReal_im, Complex.ofReal_re, Complex.sub_re, Complex.sub_im,
      Complex.normSq_apply, sub_zero, zero_mul, zero_div, zero_sub, neg_neg]
    ring
  refine ⟨hu, hp, hl, ?_⟩
  rw [hl]
  exact Finset.sum_nonneg fun k _ =>
    mul_nonneg (sq_nonneg _) (div_nonneg hz.le (by positivity))
```

Q: Could the absorption vanish because $\phi$ misses every state?

A: Only if $\phi=0$. If all $a_k$ vanish, then $C^\dagger\phi=0$ and $\phi=SCC^\dagger\phi=0$. Otherwise some $|a_k|^2$ is positive, and every Lorentzian is positive when $\eta>0$.

```lean
/-- Given an S-orthonormal eigenbasis with real energies and a nonzero `φ`, minus the imaginary part
of the response is strictly positive everywhere in the upper half plane. -/
theorem absorption_pos {H S C : Matrix n n ℂ} {e : n → ℝ} (h : IsEigenbasis H S C e)
    {φ : n → ℂ} (hφ : φ ≠ 0) {z : ℂ} (hz : 0 < z.im) : 0 < -(response H S φ z).im := by
  have hL (k : n) : 0 < lorentzian z.im (z.re - e k) := div_pos hz (by positivity)
  -- by closure, some amplitude is nonzero
  obtain ⟨k, hk⟩ : ∃ k, amplitude C φ k ≠ 0 := by
    by_contra hcon
    push Not at hcon
    have h0 : Cᴴ *ᵥ φ = 0 := funext hcon
    apply hφ
    calc φ = (S * (C * Cᴴ)) *ᵥ φ := by
          rw [mul_eq_one_comm.mp (closure h.orthonormal), Matrix.one_mulVec]
      _ = 0 := by
          rw [← Matrix.mul_assoc, ← Matrix.mulVec_mulVec, h0, Matrix.mulVec_zero]
  rw [(absorption_spectrum h φ hz).2.2.1]
  exact Finset.sum_pos' (fun j _ => mul_nonneg (sq_nonneg _) (hL j).le)
    ⟨k, Finset.mem_univ k, mul_pos (pow_pos (norm_pos_iff.mpr hk) 2) (hL k)⟩
```

Q: Show me numbers, with an overlap that isn't diagonal.

A: Take
$$H=\begin{pmatrix}3&2\\2&2\end{pmatrix},\quad S=\begin{pmatrix}2&1\\1&1\end{pmatrix},\quad \psi_0=\begin{pmatrix}1\\-1\end{pmatrix},\quad \psi_1=\begin{pmatrix}0\\1\end{pmatrix},$$
with energies 1 and 2, counting from 0 as Lean does. Lean checks that this is an eigenbasis, entry by entry.

```lean
/-- A two-state eigenbasis with non-diagonal overlap and energies 1 and 2. -/
theorem eigenbasis_witness :
    IsEigenbasis !![3, 2; 2, 2] !![2, 1; 1, 1] !![1, 0; -1, 1] ![1, 2] := by
  constructor <;> ext i j <;> fin_cases i <;> fin_cases j <;>
    simp [Matrix.mul_apply, Fin.sum_univ_succ] <;> norm_num

end

end UltrasoftAbsorption
```

```lean
#print axioms UltrasoftAbsorption.exists_eigenbasis_iff
#print axioms UltrasoftAbsorption.absorption_spectrum
#print axioms UltrasoftAbsorption.absorption_pos
```

```
'UltrasoftAbsorption.exists_eigenbasis_iff' depends on axioms: [propext, Classical.choice, Quot.sound]
'UltrasoftAbsorption.absorption_spectrum' depends on axioms: [propext, Classical.choice, Quot.sound]
'UltrasoftAbsorption.absorption_pos' depends on axioms: [propext, Classical.choice, Quot.sound]
```

Now let $\phi=(2,1)^T$ and $z=1+i$. Both amplitudes are 1, so
$$R=\frac1i+\frac1{-1+i}=-\tfrac12-\tfrac32i.$$
The Lorentzians give $1+\tfrac12=\tfrac32$, as they should. Directly, $S^{-1}\phi=(1,0)^T$ and
$$z-S^{-1}H=\begin{pmatrix}i&0\\-1&-1+i\end{pmatrix}.$$
Solving the linear system gives $(-i,\tfrac{-1+i}2)^T$, and its product with $\phi^\dagger$ is again $-\tfrac12-\tfrac32i$.

Q: And with a single basis function?

A: Then $H=h$ is real, $S=s>0$, $e=h/s$ and $|C|^2=1/s$. The response is $|\phi|^2/(sz-h)$: one pole at $h/s$, with weight $|\phi|^2/s$. The overlap enters both the position and the strength.

Q: What is still missing from a real spectrum?

A: Among other things, occupations, electron–hole interaction, local fields and the continuum. The sum runs over all eigenstates, with no Pauli blocking. For a finite, independent-particle ultrasoft Hamiltonian, the result does give a check on simulations: at positive broadening, a negative computed $-\mathrm{Im}\,R(z)$ means that a hypothesis fails or the numerics are inaccurate.
